# Changing the exponent of a power-law reflectance tail by one shifts the phase below the cutoff by less than π/8

A normal-incidence reflectance spectrum is measured up to some frequency $W$. The Kramers–Kronig integral for the reflection phase runs over all frequencies, so the spectrum has to be continued above $W$, often by a power law with an exponent $s$ that the data do not fix. How much does the phase at a measured frequency $w$ depend on $s$?

Let the power law run from $W$ to infinity, and keep the reflectance at $W$ fixed while $s$ varies. For $0<w<W$, $r=w/W$ and fields varying in time as $e^{-iwt}$, the phase then changes per unit of $s$ by

$$\frac{w}{\pi}\int_W^\infty\frac{\ln(x/W)}{x^2-w^2}\,dx=\frac1\pi\sum_{k\ge0}\frac{r^{2k+1}}{(2k+1)^2}.$$

This slope increases strictly with $w$ and lies strictly between $r/\pi$ and $\pi/8$ radians.

```lean
import Mathlib

open Real MeasureTheory Filter Topology

namespace ReflectancePhaseTail

noncomputable section
```

## The tail and its phase

Above the cutoff the reflectance is $R(x)=R_0(W/x)^s$, where $R_0$ is its value at $W$. Free-electron behaviour far above the plasma frequency corresponds to $s=4$. In Lean all quantities are real numbers, and `s` may take any value; neither $R_0\le1$ nor $s>0$ is required.

```lean
/-- Power-law continuation `R₀ (W/x)^s` of the reflectance to frequencies `x > W > 0`. -/
def tailReflectance (R₀ W s x : ℝ) : ℝ := R₀ * (W / x) ^ s
```

With $R$ the squared modulus of the reflection amplitude, the tail contributes $-\frac{w}{\pi}\int_W^\infty \frac{\ln R(x)}{x^2-w^2}dx$ to the phase. The sign belongs to the time dependence $e^{-iwt}$; with $e^{+iwt}$ the phase changes sign. This dispersion relation is taken as the definition, not derived from causality. Since $w<W$, no principal value is needed. The part of the integral below $W$ does not depend on $s$ and is left out.

```lean
/-- Kramers-Kronig contribution of the tail above `W` to the reflection phase at a
frequency `w` with `0 < w < W`. -/
def tailPhase (R₀ W s w : ℝ) : ℝ :=
  -(w / π) * ∫ x in Set.Ioi W, Real.log (tailReflectance R₀ W s x) / (x ^ 2 - w ^ 2)
```

The slope and the terms of its series get their own names. `Set.Ioi W` is the range $x>W$.

```lean
/-- The integral `(w/π) ∫ ln(x/W)/(x² - w²) dx` over `x > W`, for `0 < w < W`. -/
def phaseSlope (W w : ℝ) : ℝ :=
  w / π * ∫ x in Set.Ioi W, Real.log (x / W) / (x ^ 2 - w ^ 2)

/-- The term `(1/π) r^(2k+1)/(2k+1)²` of the phase series. -/
def phaseTerm (r : ℝ) (k : ℕ) : ℝ := 1 / π * (r ^ (2 * k + 1) / (2 * (k : ℝ) + 1) ^ 2)
```

## The series and its value at the cutoff

For $0\le r<s$ (here $s$ is a second frequency ratio), $r^{2k+1}\le s^{2k+1}$ for every $k$, and the $k=0$ term $r/\pi$ grows strictly. Later comparisons of the series at two different ratios use the first fact, and the strict ones also use the second.

```lean
/-- For `0 ≤ r < s` no term of the phase series decreases from `r` to `s`, and the first
term strictly increases. -/
theorem phaseTerm_mono {r s : ℝ} (hr : 0 ≤ r) (h : r < s) :
    (∀ k, phaseTerm r k ≤ phaseTerm s k) ∧ phaseTerm r 0 < phaseTerm s 0 := by
  constructor
  · intro k
    exact mul_le_mul_of_nonneg_left (div_le_div_of_nonneg_right
      (pow_le_pow_left₀ hr h.le (2 * k + 1)) (by positivity)) (by positivity)
  · have e : ∀ t, phaseTerm t 0 = t / π := fun t => by
      unfold phaseTerm
      push_cast
      ring
    rw [e, e]
    exact div_lt_div_of_pos_right h pi_pos
```

At $r=1$ the sum runs over the odd inverse squares. The even ones give $\frac14\cdot\frac{\pi^2}{6}$, so the odd ones give $\frac{\pi^2}{6}-\frac{\pi^2}{24}=\frac{\pi^2}{8}$, and the factor $1/\pi$ leaves $\pi/8$. Lean's sums start at $n=0$, where $1/0^2$ counts as zero.

```lean
/-- At `r = 1` the phase series sums to `π/8`. -/
theorem hasSum_phaseTerm_one : HasSum (phaseTerm 1) (π / 8) := by
  have hs : Summable (fun k : ℕ => 1 / (((2 * k + 1 : ℕ) : ℝ)) ^ 2) :=
    hasSum_zeta_two.summable.comp_injective (i := fun k : ℕ => 2 * k + 1)
      (fun a b h => by
        have h' : 2 * a + 1 = 2 * b + 1 := h
        omega)
  have he : HasSum (fun k : ℕ => 1 / (((2 * k : ℕ) : ℝ)) ^ 2) (1 / 4 * (π ^ 2 / 6)) := by
    have e : (fun k : ℕ => 1 / (((2 * k : ℕ) : ℝ)) ^ 2)
        = fun k : ℕ => 1 / 4 * (1 / (k : ℝ) ^ 2) := funext fun k => by
      push_cast
      ring
    rw [e]
    exact hasSum_zeta_two.mul_left (1 / 4)
  -- even and odd terms together give ζ(2)
  have hu := (HasSum.even_add_odd (f := fun n : ℕ => 1 / (n : ℝ) ^ 2) he hs.hasSum).unique
    hasSum_zeta_two
  have hS : ∑' k : ℕ, 1 / (((2 * k + 1 : ℕ) : ℝ)) ^ 2 = π ^ 2 / 8 := by linarith
  have h := hs.hasSum
  rw [hS] at h
  have e : phaseTerm 1 = fun k : ℕ => 1 / π * (1 / (((2 * k + 1 : ℕ) : ℝ)) ^ 2) :=
    funext fun k => by simp [phaseTerm]
  have e' : π / 8 = 1 / π * (π ^ 2 / 8) := by field_simp
  rw [e, e']
  exact h.mul_left (1 / π)
```

## Integrating term by term

Put $q=1/(2k+1)$. Differentiating

$$-\bigl(q\ln(x/W)+q^2\bigr)x^{-(2k+1)}$$

gives $\bigl[-q+(2k+1)(q\ln(x/W)+q^2)\bigr]x^{-2k-2}=\ln(x/W)\,x^{-2k-2}$. The antiderivative vanishes at infinity and equals $-q^2W^{-(2k+1)}$ at $W$, hence

$$\int_W^\infty \ln(x/W)\,x^{-2k-2}\,dx=\frac{W^{-(2k+1)}}{(2k+1)^2}.$$

In the proof `hd` is the derivative, `ht` the limit. As the integrand is nonnegative (`hpos`), they also give integrability.

```lean
/-- For `W > 0` the function `ln(x/W) x^(-2k-2)` is integrable over `x > W`, with integral
`W^(-2k-1)/(2k+1)²`. -/
theorem log_moment {W : ℝ} (hW : 0 < W) (k : ℕ) :
    Integrable (fun x => Real.log (x / W) * (x⁻¹) ^ (2 * k + 2))
      (volume.restrict (Set.Ioi W)) ∧
    ∫ x in Set.Ioi W, Real.log (x / W) * (x⁻¹) ^ (2 * k + 2)
      = (W⁻¹) ^ (2 * k + 1) / (2 * (k : ℝ) + 1) ^ 2 := by
  obtain ⟨q, hq⟩ : ∃ q : ℝ, q = (2 * (k : ℝ) + 1)⁻¹ := ⟨_, rfl⟩
  have hnq : (2 * (k : ℝ) + 1) * q = 1 := by
    rw [hq]
    exact mul_inv_cancel₀ (by positivity)
  -- the antiderivative
  have hd : ∀ x ∈ Set.Ici W, HasDerivAt
      (fun y : ℝ => -((Real.log (y / W) * q + q ^ 2) * (y⁻¹) ^ (2 * k + 1)))
      (Real.log (x / W) * (x⁻¹) ^ (2 * k + 2)) x := by
    intro x hx
    have hx0 : 0 < x := lt_of_lt_of_le hW hx
    have h1 : HasDerivAt (fun y : ℝ => Real.log (y / W)) x⁻¹ x := by
      have h := ((hasDerivAt_id' x).div_const W).log (div_pos hx0 hW).ne'
      exact h.congr_deriv (by field_simp)
    have h2 : HasDerivAt (fun y : ℝ => (y⁻¹) ^ (2 * k + 1))
        (-(2 * (k : ℝ) + 1) * (x⁻¹) ^ (2 * k + 2)) x := by
      have h := (hasDerivAt_inv hx0.ne').fun_pow (2 * k + 1)
      refine h.congr_deriv ?_
      simp only [Nat.add_sub_cancel]
      push_cast
      ring
    refine (((h1.mul_const q).add_const (q ^ 2)).fun_mul h2).fun_neg.congr_deriv ?_
    linear_combination (Real.log (x / W) + q) * (x⁻¹) ^ (2 * k + 2) * hnq
  have hpos : ∀ x ∈ Set.Ioi W, 0 ≤ Real.log (x / W) * (x⁻¹) ^ (2 * k + 2) := by
    intro x hx
    have hx' : W < x := hx
    exact mul_nonneg (Real.log_nonneg ((one_le_div hW).2 hx'.le))
      (pow_nonneg (inv_nonneg.2 (hW.trans hx').le) _)
  -- it vanishes at infinity
  have ht : Tendsto (fun y : ℝ => -((Real.log (y / W) * q + q ^ 2) * (y⁻¹) ^ (2 * k + 1)))
      atTop (𝓝 0) := by
    have hl : Tendsto (fun x : ℝ => Real.log (x / W) * x⁻¹) atTop (𝓝 0) := by
      have h := (Real.tendsto_pow_log_div_mul_add_atTop W 0 1 hW.ne').comp
        (tendsto_id.atTop_div_const hW)
      refine h.congr fun x => ?_
      have e : W * (x / W) = x := by field_simp
      show Real.log (x / W) ^ 1 / (W * (x / W) + 0) = _
      rw [e, pow_one, add_zero, div_eq_mul_inv]
    have hi : Tendsto (fun x : ℝ => x⁻¹) atTop (𝓝 0) := tendsto_inv_atTop_zero
    have h := (((hl.mul_const q).add (hi.mul_const (q ^ 2))).mul (hi.pow (2 * k))).neg
    simp only [zero_mul, add_zero, neg_zero] at h
    exact h.congr fun x => by ring
  refine ⟨integrableOn_Ioi_deriv_of_nonneg' hd hpos ht, ?_⟩
  rw [integral_Ioi_of_hasDerivAt_of_nonneg' hd hpos ht, div_self hW.ne', Real.log_one,
    div_eq_mul_inv, ← inv_pow, ← hq]
  ring
```

For $x>w$ the kernel is a geometric series with ratio $(w/x)^2<1$:

$$\frac{w}{x^2-w^2}=\frac{w}{x^2}\,\frac{1}{1-(w/x)^2}=\sum_{k\ge0}w^{2k+1}x^{-2k-2}.$$

```lean
/-- For `0 < w < x` the dispersion kernel `w/(x² - w²)` is a geometric series in `w/x`. -/
theorem kernel_series {w x : ℝ} (hw : 0 < w) (h : w < x) :
    HasSum (fun k : ℕ => w ^ (2 * k + 1) * (x⁻¹) ^ (2 * k + 2)) (w / (x ^ 2 - w ^ 2)) := by
  have hx : 0 < x := hw.trans h
  have hD : x ^ 2 - w ^ 2 ≠ 0 := by nlinarith
  have hq : (w / x) ^ 2 < 1 :=
    pow_lt_one₀ (div_pos hw hx).le ((div_lt_one hx).2 h) (by norm_num)
  have g := (hasSum_geometric_of_lt_one (sq_nonneg (w / x)) hq).mul_left (w * (x⁻¹) ^ 2)
  have e1 : (fun k : ℕ => w ^ (2 * k + 1) * (x⁻¹) ^ (2 * k + 2))
      = fun k : ℕ => w * (x⁻¹) ^ 2 * ((w / x) ^ 2) ^ k := funext fun k => by
    rw [← pow_mul, div_eq_mul_inv, mul_pow]
    ring
  have e2 : 1 - (w / x) ^ 2 = (x ^ 2 - w ^ 2) / x ^ 2 := by
    rw [div_pow, sub_div, div_self (pow_ne_zero 2 hx.ne')]
  have e3 : w / (x ^ 2 - w ^ 2) = w * (x⁻¹) ^ 2 * (1 - (w / x) ^ 2)⁻¹ := by
    rw [e2, inv_div]
    field_simp
  rw [e1, e3]
  exact g
```

## The integral as phase change per unit exponent

Since $\ln R(x)=\ln R_0-s\ln(x/W)$, the tail phase is

$$-\frac{w}{\pi}\ln R_0\int_W^\infty\frac{dx}{x^2-w^2}+s\,\frac{w}{\pi}\int_W^\infty\frac{\ln(x/W)}{x^2-w^2}\,dx.$$

Subtracting its values at $s'$ and $s$ removes the first term and leaves $(s'-s)$ times the slope. Splitting the integral requires both parts to converge. From $x\ge W$ follows

$$\frac1{x^2-w^2}\le\frac{W^2}{W^2-w^2}\,\frac1{x^2},$$

which `comp` uses to reduce both to integrals with $x^{-2}$. The identity `key` is the split.

```lean
/-- For `R₀ > 0` and `0 < w < W`, changing the tail exponent from `s` to `s'` changes the
phase at `w` by `(s' - s)` times `phaseSlope W w`. -/
theorem tailPhase_sub {R₀ W w : ℝ} (hR : 0 < R₀) (hw : 0 < w) (h : w < W) (s s' : ℝ) :
    tailPhase R₀ W s' w - tailPhase R₀ W s w = (s' - s) * phaseSlope W w := by
  have hW : 0 < W := hw.trans h
  have hD : 0 < W ^ 2 - w ^ 2 := by nlinarith
  -- comparison of the dispersion kernel with x⁻²
  have comp : ∀ u : ℝ → ℝ, Measurable u →
      Integrable (fun x => u x * (x⁻¹) ^ 2) (volume.restrict (Set.Ioi W)) →
      Integrable (fun x => u x / (x ^ 2 - w ^ 2)) (volume.restrict (Set.Ioi W)) := by
    intro u hm hu
    have hm' : Measurable fun x => u x / (x ^ 2 - w ^ 2) := by fun_prop
    refine (hu.norm.const_mul (W ^ 2 / (W ^ 2 - w ^ 2))).mono' hm'.aestronglyMeasurable ?_
    refine (ae_restrict_iff' measurableSet_Ioi).2 (Eventually.of_forall fun x hx => ?_)
    have hx' : W < x := hx
    have hx0 : 0 < x := hW.trans hx'
    have hsq : W ^ 2 ≤ x ^ 2 := pow_le_pow_left₀ hW.le hx'.le 2
    have hDx : 0 < x ^ 2 - w ^ 2 := by linarith
    have key : 1 / (x ^ 2 - w ^ 2) ≤ W ^ 2 / ((W ^ 2 - w ^ 2) * x ^ 2) := by
      rw [div_le_div_iff₀ hDx (by positivity)]
      nlinarith [mul_le_mul_of_nonneg_left hsq (sq_nonneg w)]
    rw [Real.norm_eq_abs, Real.norm_eq_abs, abs_div, abs_mul, abs_of_pos hDx,
      abs_of_nonneg (sq_nonneg x⁻¹)]
    calc |u x| / (x ^ 2 - w ^ 2) = |u x| * (1 / (x ^ 2 - w ^ 2)) := by ring
      _ ≤ |u x| * (W ^ 2 / ((W ^ 2 - w ^ 2) * x ^ 2)) :=
        mul_le_mul_of_nonneg_left key (abs_nonneg _)
      _ = W ^ 2 / (W ^ 2 - w ^ 2) * (|u x| * (x⁻¹) ^ 2) := by
        rw [div_mul_eq_div_div, inv_pow]
        ring
  have hI := comp (fun x => Real.log (x / W))
    (Real.measurable_log.comp (measurable_id.div_const W)) (log_moment hW 0).1
  have h2 : Integrable (fun x : ℝ => (x⁻¹) ^ 2) (volume.restrict (Set.Ioi W)) := by
    refine integrableOn_Ioi_deriv_of_nonneg' (g := fun x : ℝ => -x⁻¹) (l := -0)
      (fun x hx => ?_) (fun x _ => sq_nonneg _) tendsto_inv_atTop_zero.neg
    have hx0 : 0 < x := lt_of_lt_of_le hW hx
    exact (hasDerivAt_inv hx0.ne').fun_neg.congr_deriv (by ring)
  have hJ := comp (fun _ => 1) measurable_const (by simpa only [one_mul] using h2)
  -- the logarithm of the power law is affine in the exponent
  have key : ∀ t : ℝ,
      ∫ x in Set.Ioi W, Real.log (tailReflectance R₀ W t x) / (x ^ 2 - w ^ 2)
      = Real.log R₀ * (∫ x in Set.Ioi W, 1 / (x ^ 2 - w ^ 2))
        - t * ∫ x in Set.Ioi W, Real.log (x / W) / (x ^ 2 - w ^ 2) := by
    intro t
    have hs := integral_sub (hJ.const_mul (Real.log R₀)) (hI.const_mul t)
    rw [integral_const_mul, integral_const_mul] at hs
    rw [← hs]
    refine setIntegral_congr_fun measurableSet_Ioi fun x hx => ?_
    have hx0 : 0 < x := hW.trans hx
    have hp : 0 < W / x := div_pos hW hx0
    have e : Real.log (W / x) = -Real.log (x / W) := by rw [← Real.log_inv, inv_div]
    simp only [tailReflectance]
    rw [Real.log_mul hR.ne' (Real.rpow_pos_of_pos hp t).ne', Real.log_rpow hp, e]
    ring
  unfold tailPhase phaseSlope
  rw [key, key]
  ring
```

Now multiply the kernel series by $\frac1\pi\ln(x/W)$ and integrate. The $k$-th term gives

$$\frac{w^{2k+1}}{\pi}\,\frac{W^{-(2k+1)}}{(2k+1)^2}=\frac1\pi\frac{r^{2k+1}}{(2k+1)^2}.$$

All terms are nonnegative, so the integrals of their absolute values (`hn`) are these same numbers, and their sum converges by comparison with $r=1$. That permits the exchange of sum and integral.

```lean
/-- For `0 < w < W` the phase series at `r = w/W` converges to `phaseSlope W w`. -/
theorem hasSum_phaseSlope {W w : ℝ} (hw : 0 < w) (h : w < W) :
    HasSum (phaseTerm (w / W)) (phaseSlope W w) := by
  have hW : 0 < W := hw.trans h
  have hF : ∀ k : ℕ, Integrable (fun x => 1 / π * w ^ (2 * k + 1) *
      (Real.log (x / W) * (x⁻¹) ^ (2 * k + 2))) (volume.restrict (Set.Ioi W)) :=
    fun k => (log_moment hW k).1.const_mul _
  have hv : ∀ k : ℕ, ∫ x in Set.Ioi W, 1 / π * w ^ (2 * k + 1) *
      (Real.log (x / W) * (x⁻¹) ^ (2 * k + 2)) = phaseTerm (w / W) k := by
    intro k
    rw [integral_const_mul, (log_moment hW k).2, phaseTerm, div_eq_mul_inv w W, mul_pow]
    ring
  have hn : ∀ k : ℕ, ∫ x in Set.Ioi W, ‖1 / π * w ^ (2 * k + 1) *
      (Real.log (x / W) * (x⁻¹) ^ (2 * k + 2))‖ = phaseTerm (w / W) k := by
    intro k
    refine (setIntegral_congr_fun measurableSet_Ioi fun x hx => ?_).trans (hv k)
    have hx' : W < x := hx
    exact Real.norm_of_nonneg (mul_nonneg (by positivity)
      (mul_nonneg (Real.log_nonneg ((one_le_div hW).2 hx'.le))
        (pow_nonneg (inv_nonneg.2 (hW.trans hx').le) _)))
  have hs : Summable (phaseTerm (w / W)) :=
    Summable.of_nonneg_of_le (fun k => by unfold phaseTerm; positivity)
      (phaseTerm_mono (div_pos hw hW).le ((div_lt_one hW).2 h)).1
      hasSum_phaseTerm_one.summable
  -- exchange of sum and integral
  have main := hasSum_integral_of_summable_integral_norm hF (by simpa only [hn] using hs)
  simp only [hv] at main
  have e : ∫ x in Set.Ioi W, ∑' k : ℕ, 1 / π * w ^ (2 * k + 1) *
      (Real.log (x / W) * (x⁻¹) ^ (2 * k + 2)) = phaseSlope W w := by
    unfold phaseSlope
    rw [← integral_const_mul]
    refine setIntegral_congr_fun measurableSet_Ioi fun x hx => ?_
    have g := (kernel_series hw (h.trans hx)).mul_left (1 / π * Real.log (x / W))
    have e1 : (fun k : ℕ => 1 / π * w ^ (2 * k + 1) *
        (Real.log (x / W) * (x⁻¹) ^ (2 * k + 2))) = fun k : ℕ =>
        1 / π * Real.log (x / W) * (w ^ (2 * k + 1) * (x⁻¹) ^ (2 * k + 2)) :=
      funext fun k => by ring
    show ∑' k : ℕ, 1 / π * w ^ (2 * k + 1) *
      (Real.log (x / W) * (x⁻¹) ^ (2 * k + 2)) = _
    rw [e1, g.tsum_eq]
    ring
  rw [e] at main
  exact main
```

`HasSum` states convergence to the slope; the same result as an equation reads:

```lean
/-- For `0 < w < W` the phase change per unit tail exponent is
`(1/π) ∑ (w/W)^(2k+1)/(2k+1)²`. -/
theorem phaseSlope_eq_series {W w : ℝ} (hw : 0 < w) (h : w < W) :
    phaseSlope W w = 1 / π * ∑' k : ℕ, (w / W) ^ (2 * k + 1) / (2 * (k : ℝ) + 1) ^ 2 := by
  rw [← tsum_mul_left]
  exact (hasSum_phaseSlope hw h).tsum_eq.symm
```

## Monotonicity, bounds and the limit

If $0<a<b<W$, then $a/W<b/W$. No term decreases and the first increases, so the sum increases strictly.

```lean
/-- For `W > 0` the phase change per unit tail exponent strictly increases with the
frequency `w` on `0 < w < W`. -/
theorem phaseSlope_strictMonoOn {W : ℝ} (hW : 0 < W) :
    StrictMonoOn (phaseSlope W) (Set.Ioo 0 W) := by
  intro a ha b hb hab
  have m := phaseTerm_mono (div_pos ha.1 hW).le (div_lt_div_of_pos_right hab hW)
  exact hasSum_lt m.1 m.2 (hasSum_phaseSlope ha.1 ha.2) (hasSum_phaseSlope hb.1 hb.2)
```

For the lower bound keep two terms: the slope is at least $\frac r\pi+\frac{r^3}{9\pi}>\frac r\pi$. For the upper bound compare with $r=1$. In a Kramers–Kronig analysis with a single power-law tail and fixed $R_0$, an uncertainty $\Delta s$ in the exponent therefore moves the phase below the cutoff by at most $\frac{\pi}{8}|\Delta s|$.

The hypothesis $0<w$ cannot be weakened to $0\le w$: at $w=0$ the slope and $r/\pi$ are both zero, and the strict lower bound fails.

```lean
/-- For `0 < w < W` the phase change per unit tail exponent lies strictly between
`(w/W)/π` and `π/8`. -/
theorem phaseSlope_bounds {W w : ℝ} (hw : 0 < w) (h : w < W) :
    w / W / π < phaseSlope W w ∧ phaseSlope W w < π / 8 := by
  have hW : 0 < W := hw.trans h
  have hr : 0 < w / W := div_pos hw hW
  have hS := hasSum_phaseSlope hw h
  constructor
  · -- the first two terms already exceed the lower bound
    have h2 := sum_le_hasSum (Finset.range 2)
      (fun k _ => by unfold phaseTerm; positivity) hS
    have e : ∑ k ∈ Finset.range 2, phaseTerm (w / W) k
        = w / W / π + (w / W) ^ 3 / (9 * π) := by
      simp only [Finset.sum_range_succ, Finset.sum_range_zero, phaseTerm]
      push_cast
      ring
    have h3 : 0 < (w / W) ^ 3 / (9 * π) := by positivity
    linarith
  · have m := phaseTerm_mono hr.le ((div_lt_one hW).2 h)
    exact hasSum_lt m.1 m.2 hS hasSum_phaseTerm_one
```

As $w\to W$ from below, each term tends to its value at $r=1$ and stays below it. Dominated convergence for series then gives the limit $\pi/8$, so no smaller constant bounds the slope for all $w<W$.

```lean
/-- For `W > 0` the phase change per unit tail exponent tends to `π/8` as the frequency
approaches the cutoff `W` from below. -/
theorem phaseSlope_tendsto {W : ℝ} (hW : 0 < W) :
    Tendsto (phaseSlope W) (𝓝[<] W) (𝓝 (π / 8)) := by
  have hev : ∀ᶠ w in 𝓝[<] W, w ∈ Set.Ioo 0 W := Ioo_mem_nhdsLT hW
  have hlim : ∀ k, Tendsto (fun w => phaseTerm (w / W) k) (𝓝[<] W) (𝓝 (phaseTerm 1 k)) := by
    intro k
    have c : Continuous fun w => phaseTerm (w / W) k := by
      unfold phaseTerm
      fun_prop
    have t := c.tendsto W
    simp only [div_self hW.ne'] at t
    exact t.mono_left nhdsWithin_le_nhds
  -- the series at r = 1 dominates
  have hb : ∀ᶠ w in 𝓝[<] W, ∀ k, ‖phaseTerm (w / W) k‖ ≤ phaseTerm 1 k := by
    filter_upwards [hev] with w hw k
    have hr : 0 < w / W := div_pos hw.1 hW
    have h0 : 0 ≤ phaseTerm (w / W) k := by
      unfold phaseTerm
      positivity
    rw [Real.norm_of_nonneg h0]
    exact (phaseTerm_mono hr.le ((div_lt_one hW).2 hw.2)).1 k
  have t := tendsto_tsum_of_dominated_convergence hasSum_phaseTerm_one.summable hlim hb
  rw [hasSum_phaseTerm_one.tsum_eq] at t
  refine t.congr' ?_
  filter_upwards [hev] with w hw
  exact (hasSum_phaseSlope hw.1 hw.2).tsum_eq

end

end ReflectancePhaseTail
```

```lean
#print axioms ReflectancePhaseTail.phaseSlope_eq_series
#print axioms ReflectancePhaseTail.phaseSlope_strictMonoOn
#print axioms ReflectancePhaseTail.phaseSlope_bounds
#print axioms ReflectancePhaseTail.phaseSlope_tendsto
```

```
'ReflectancePhaseTail.phaseSlope_eq_series' depends on axioms: [propext, Classical.choice, Quot.sound]
'ReflectancePhaseTail.phaseSlope_strictMonoOn' depends on axioms: [propext, Classical.choice, Quot.sound]
'ReflectancePhaseTail.phaseSlope_bounds' depends on axioms: [propext, Classical.choice, Quot.sound]
'ReflectancePhaseTail.phaseSlope_tendsto' depends on axioms: [propext, Classical.choice, Quot.sound]
```
